# As the ridge vanishes, kernel ridge fits converge to the projection of the labels onto the range of the kernel matrix

Suppose a toy training set for an interatomic potential consists of just one atomic configuration, entered twice with energies $y_1$ and $y_2$ that may differ. The kernel cannot tell the copies apart, so all four entries of the kernel matrix $K$ equal one number $c$, assumed positive, and $K$ is singular. Kernel ridge regression with regularisation $\lambda>0$ still gives a fit. Write $m=(y_1+y_2)/2$ and $d=(y_1-y_2)/2$, so that $y=m(1,1)+d(1,-1)$. Since $K(1,1)=2c\,(1,1)$ and $K(1,-1)=0$,

$$(K+\lambda I)^{-1}y=\frac{m}{2c+\lambda}(1,1)+\frac{d}{\lambda}(1,-1),\qquad K(K+\lambda I)^{-1}y=\frac{2c\,m}{2c+\lambda}(1,1).$$

If the labels disagree, the regression weights diverge as $\lambda\to0^+$, but the divergent part is annihilated by $K$. The fitted values converge to $m(1,1)$, the orthogonal projection of $y$ onto the range of $K$.

The fitted values converge to the projection of $y$ onto the range of $K$ for every finite real symmetric positive semidefinite $K$ and every label vector $y$. Positive semidefiniteness is the property that a matrix of inner products between descriptors or feature vectors has; here it is assumed of $K$, and no kernel function appears.

```lean
import Mathlib

open Matrix Filter Topology

namespace RidgelessKernelLimit

noncomputable section

variable {n : Type*} [Fintype n]
```

The finite type `n` labels the training data, a vector is a function `n → ℝ`, `*ᵥ` applies a matrix to a vector, and `⬝ᵥ` is the dot product. Below, $|v|^2$ stands for `v ⬝ᵥ v`.

## The projection and its uniqueness

A vector $p$ is the orthogonal projection of $y$ onto the range of $K$ if $p=Ka$ for some $a$, and $(y-p)\cdot Kb=0$ for all $b$. This definition needs neither eigenvectors nor a pseudoinverse.

```lean
/-- The vector `p` is the orthogonal projection of `y` onto the range of `K`: it lies in the range,
and the residual `y - p` is orthogonal to every vector of the range. -/
def IsRangeProjection (K : Matrix n n ℝ) (y p : n → ℝ) : Prop :=
  (∃ a, K *ᵥ a = p) ∧ ∀ b, (y - p) ⬝ᵥ (K *ᵥ b) = 0
```

Such a $p$ exists for any real square matrix. If $K^{T}Kv=0$, then $|Kv|^2=v\cdot K^{T}Kv=0$, so $K^{T}K$ and $K$ have the same null space and the same rank, which is also the rank of $K^{T}$. The range of $K^{T}K$ lies inside that of $K^{T}$, and equal dimensions make the two ranges equal. The normal equations $K^{T}Ka=K^{T}y$ therefore have a solution $a$, and

$$(y-Ka)\cdot Kb=(K^{T}y-K^{T}Ka)\cdot b=0 .$$

If $q$ is another projection, $q-p$ lies in the range, and

$$|q-p|^2=\big((y-p)-(y-q)\big)\cdot(q-p)=0 .$$

```lean
/-- Every label vector has exactly one orthogonal projection onto the range of a real square
matrix. -/
theorem existsUnique_rangeProjection (K : Matrix n n ℝ) (y : n → ℝ) :
    ∃! p, IsRangeProjection K y p := by
  -- the normal equations are solvable because `Kᵀ K` and `Kᵀ` have the same range
  have hle : LinearMap.range (Kᵀ * K).mulVecLin ≤ LinearMap.range Kᵀ.mulVecLin := by
    rintro _ ⟨v, rfl⟩
    exact ⟨K *ᵥ v, by simp only [Matrix.mulVecLin_apply, Matrix.mulVec_mulVec]⟩
  have hrank : Module.finrank ℝ (LinearMap.range (Kᵀ * K).mulVecLin)
      = Module.finrank ℝ (LinearMap.range Kᵀ.mulVecLin) :=
    (Matrix.rank_transpose_mul_self K).trans (Matrix.rank_transpose K).symm
  have heq := Submodule.eq_of_le_of_finrank_eq hle hrank
  have hy : Kᵀ *ᵥ y ∈ LinearMap.range (Kᵀ * K).mulVecLin := by
    rw [heq]
    exact ⟨y, rfl⟩
  obtain ⟨a, ha⟩ := hy
  have ha' : (Kᵀ * K) *ᵥ a = Kᵀ *ᵥ y := ha
  have horth : ∀ b, (y - K *ᵥ a) ⬝ᵥ (K *ᵥ b) = 0 := fun b => by
    rw [Matrix.dotProduct_mulVec, ← Matrix.mulVec_transpose, Matrix.mulVec_sub,
      Matrix.mulVec_mulVec, ha', sub_self, zero_dotProduct]
  refine ⟨K *ᵥ a, ⟨⟨a, rfl⟩, horth⟩, ?_⟩
  -- two projections differ by a vector orthogonal to itself
  rintro q ⟨⟨c, rfl⟩, hc⟩
  have h1 := hc (c - a)
  have h2 := horth (c - a)
  rw [Matrix.mulVec_sub] at h1 h2
  have h3 : (K *ᵥ c - K *ᵥ a) ⬝ᵥ (K *ᵥ c - K *ᵥ a) = 0 := by
    calc (K *ᵥ c - K *ᵥ a) ⬝ᵥ (K *ᵥ c - K *ᵥ a)
        = ((y - K *ᵥ a) - (y - K *ᵥ c)) ⬝ᵥ (K *ᵥ c - K *ᵥ a) := by
          rw [sub_sub_sub_cancel_left]
      _ = 0 := by rw [sub_dotProduct, h2, h1, sub_zero]
  exact sub_eq_zero.mp (dotProduct_self_eq_zero.mp h3)
```

In the code, `hle` and `hrank` supply the inclusion and the equality of ranks; `horth` is the orthogonality relation. Symmetry of $K$ is not used.

The convergence argument will need two facts about lengths: $|v|^2\ge0$, and no squared component exceeds the total, $v_i^2\le|v|^2$.

```lean
lemma dot_self_nonneg (v : n → ℝ) : 0 ≤ v ⬝ᵥ v :=
  Finset.sum_nonneg fun i _ => mul_self_nonneg (v i)

lemma sq_le_dot_self (v : n → ℝ) (i : n) : v i ^ 2 ≤ v ⬝ᵥ v := by
  rw [sq]
  exact Finset.single_le_sum (f := fun j => v j * v j)
    (fun j _ => mul_self_nonneg (v j)) (Finset.mem_univ i)
```

## Fitted values and weights

The fitted values are $f_\lambda(y)=K(K+\lambda I)^{-1}y$, the predictions at the training points themselves. The parameter $\lambda$, written `lam`, is added to the diagonal as it stands, without a factor of the number of data.

```lean
variable [DecidableEq n] {K : Matrix n n ℝ} {lam : ℝ} {y : n → ℝ}

/-- Fitted values `K (K + lam I)⁻¹ y` of kernel ridge regression on the training set, for a
regularisation `lam` at which `K + lam I` is invertible. -/
def fittedValues (K : Matrix n n ℝ) (lam : ℝ) (y : n → ℝ) : n → ℝ :=
  (K * (K + lam • (1 : Matrix n n ℝ))⁻¹) *ᵥ y
```

Applied to a vector, the regularised matrix gives $(K+\lambda I)v=Kv+\lambda v$.

```lean
lemma reg_mulVec (K : Matrix n n ℝ) (lam : ℝ) (v : n → ℝ) :
    (K + lam • (1 : Matrix n n ℝ)) *ᵥ v = K *ᵥ v + lam • v := by
  rw [Matrix.add_mulVec, Matrix.smul_mulVec, Matrix.one_mulVec]
```

If this vanished for some $v\ne0$, taking the dot product with $v$ would give

$$v\cdot Kv+\lambda|v|^2=0 .$$

The first term is nonnegative and the second is positive, a contradiction. Hence $K+\lambda I$ is nonsingular for every $\lambda>0$.

```lean
/-- For a positive semidefinite kernel matrix and `lam > 0`, the regularised matrix `K + lam I`
is nonsingular. -/
theorem regularised_det_ne_zero (hK : K.PosSemidef) (hl : 0 < lam) :
    (K + lam • (1 : Matrix n n ℝ)).det ≠ 0 := by
  intro h
  obtain ⟨v, hv, h0⟩ := Matrix.exists_mulVec_eq_zero_iff.mpr h
  have h1 : v ⬝ᵥ (K *ᵥ v) + lam * (v ⬝ᵥ v) = 0 := by
    rw [← smul_eq_mul, ← dotProduct_smul, ← dotProduct_add, ← reg_mulVec, h0, dotProduct_zero]
  have h2 : 0 ≤ v ⬝ᵥ (K *ᵥ v) := by simpa using hK.dotProduct_mulVec_nonneg v
  have h3 : 0 < v ⬝ᵥ v :=
    lt_of_le_of_ne (dot_self_nonneg v) fun e => hv (dotProduct_self_eq_zero.mp e.symm)
  have h4 := mul_pos hl h3
  linarith
```

The hypothesis `K.PosSemidef` contains both the symmetry of $K$ and $v\cdot Kv\ge0$. The determinant result matters because Lean assigns the zero matrix as the inverse of a singular matrix; for $\lambda>0$ the inverse in `fittedValues` is the true one.

The inverse can now be traded for a linear equation. If weights $u$ satisfy $Ku+\lambda u=y$, then $u=(K+\lambda I)^{-1}y$ and $f_\lambda(y)=Ku$. Textbooks often call these weights $\alpha$.

```lean
/-- For positive semidefinite `K` and `lam > 0`, weights `u` that solve `K u + lam u = y` give the
fitted values `K u`. -/
theorem fittedValues_eq (hK : K.PosSemidef) (hl : 0 < lam) {u : n → ℝ}
    (hu : K *ᵥ u + lam • u = y) : fittedValues K lam y = K *ᵥ u := by
  have hdet := (regularised_det_ne_zero hK hl).isUnit
  rw [fittedValues, ← hu, ← reg_mulVec, Matrix.mulVec_mulVec, Matrix.mul_assoc,
    Matrix.nonsing_inv_mul _ hdet, Matrix.mul_one]
```

Conversely, $u=(K+\lambda I)^{-1}y$ solves the equation, so weights exist for every $y$.

```lean
lemma exists_weights (hK : K.PosSemidef) (hl : 0 < lam) (y : n → ℝ) :
    ∃ u, K *ᵥ u + lam • u = y := by
  have hdet := (regularised_det_ne_zero hK hl).isUnit
  refine ⟨(K + lam • (1 : Matrix n n ℝ))⁻¹ *ᵥ y, ?_⟩
  rw [← reg_mulVec, Matrix.mulVec_mulVec, Matrix.mul_nonsing_inv _ hdet, Matrix.one_mulVec]
```

## The fit does not lengthen the labels

With $y=Ku+\lambda u$, expanding the square gives

$$|y|^2=|Ku|^2+2\lambda\,u\cdot Ku+\lambda^2|u|^2\ \ge\ |Ku|^2=|f_\lambda(y)|^2 .$$

Both dropped terms are nonnegative, the middle one because $K$ is positive semidefinite.

```lean
/-- For positive semidefinite `K` and `lam > 0`, the vector of fitted values is never longer than
the vector of labels. -/
theorem fittedValues_contraction (hK : K.PosSemidef) (hl : 0 < lam) (y : n → ℝ) :
    fittedValues K lam y ⬝ᵥ fittedValues K lam y ≤ y ⬝ᵥ y := by
  obtain ⟨u, hu⟩ := exists_weights hK hl y
  have e : (K *ᵥ u + lam • u) ⬝ᵥ (K *ᵥ u + lam • u)
      = (K *ᵥ u) ⬝ᵥ (K *ᵥ u) + 2 * lam * (u ⬝ᵥ (K *ᵥ u)) + lam ^ 2 * (u ⬝ᵥ u) := by
    simp only [add_dotProduct, dotProduct_add, smul_dotProduct, dotProduct_smul, smul_eq_mul,
      dotProduct_comm (K *ᵥ u) u]
    ring
  have hq : 0 ≤ u ⬝ᵥ (K *ᵥ u) := by simpa using hK.dotProduct_mulVec_nonneg u
  have h1 := mul_nonneg (mul_nonneg zero_le_two hl.le) hq
  have h2 := mul_nonneg (sq_nonneg lam) (dot_self_nonneg u)
  rw [fittedValues_eq hK hl hu, ← hu, e]
  linarith
```

The expansion is `e`, and `h1` and `h2` are the signs of the two dropped terms.

## The deviation is itself a fit

Let $Ka$ be the projection of $y$ and $r=y-Ka$ the residual. The vector $K(Kr)$ lies in the range, so by symmetry of $K$

$$0=r\cdot K(Kr)=(Kr)\cdot(Kr),$$

and hence $Kr=0$. Now take weights $u$ for the labels $a$, so that $Ku+\lambda u=a$, and set $w=Ku+r/\lambda$. Then $Kw=K^2u$ and

$$Kw+\lambda w=K^2u+\lambda Ku+r=K(Ku+\lambda u)+r=Ka+r=y .$$

So $w$ are the weights for $y$, and $f_\lambda(y)=K^2u$. Since $Ka=K^2u+\lambda Ku$,

$$f_\lambda(y)-Ka=-\lambda Ku=-\lambda f_\lambda(a).$$

The term $r/\lambda$ is the divergent part of the weights seen for the two copies.

```lean
/-- For positive semidefinite `K` and `lam > 0`, if `K a` is the projection of `y` onto the range
of `K`, the fit to `y` deviates from it by `-lam` times the fit to the labels `a`. -/
theorem fittedValues_sub_projection (hK : K.PosSemidef) (hl : 0 < lam) {a : n → ℝ}
    (h : IsRangeProjection K y (K *ᵥ a)) :
    fittedValues K lam y - K *ᵥ a = -(lam • fittedValues K lam a) := by
  have ht : Kᵀ = K := by
    rw [← Matrix.conjTranspose_eq_transpose_of_trivial]
    exact hK.isHermitian.eq
  -- the residual of the projection is annihilated by `K`
  have hr : K *ᵥ (y - K *ᵥ a) = 0 := by
    have h0 := h.2 (K *ᵥ (y - K *ᵥ a))
    rw [Matrix.dotProduct_mulVec, ← Matrix.mulVec_transpose, ht] at h0
    exact dotProduct_self_eq_zero.mp h0
  obtain ⟨u, hu⟩ := exists_weights hK hl a
  have hKu : K *ᵥ (K *ᵥ u) + lam • (K *ᵥ u) = K *ᵥ a := by
    rw [← hu, Matrix.mulVec_add, Matrix.mulVec_smul]
  -- explicit weights for the labels `y`
  have hv : K *ᵥ (K *ᵥ u + lam⁻¹ • (y - K *ᵥ a)) = K *ᵥ (K *ᵥ u) := by
    rw [Matrix.mulVec_add, Matrix.mulVec_smul, hr, smul_zero, add_zero]
  have hsolve : K *ᵥ (K *ᵥ u + lam⁻¹ • (y - K *ᵥ a))
      + lam • (K *ᵥ u + lam⁻¹ • (y - K *ᵥ a)) = y := by
    rw [hv, smul_add, smul_smul, mul_inv_cancel₀ hl.ne', one_smul, ← add_assoc, hKu]
    abel
  rw [fittedValues_eq hK hl hsolve, hv, fittedValues_eq hK hl hu, ← hKu]
  abel
```

Here `hr` is $Kr=0$, `hv` is $Kw=K^2u$, and `hsolve` verifies the equation for $w$.

Applying the length bound to the labels $a$ gives

$$|f_\lambda(y)-Ka|^2=\lambda^2|f_\lambda(a)|^2\le\lambda^2|a|^2 .$$

```lean
/-- For positive semidefinite `K` and `lam > 0`, the squared distance of the fit from the
projection `K a` of the labels is at most `lam²` times the squared length of `a`. -/
theorem projection_error_le (hK : K.PosSemidef) (hl : 0 < lam) {a : n → ℝ}
    (h : IsRangeProjection K y (K *ᵥ a)) :
    (fittedValues K lam y - K *ᵥ a) ⬝ᵥ (fittedValues K lam y - K *ᵥ a)
      ≤ lam ^ 2 * (a ⬝ᵥ a) := by
  have h1 := mul_le_mul_of_nonneg_left (fittedValues_contraction hK hl a) (sq_nonneg lam)
  rw [fittedValues_sub_projection hK hl h]
  simp only [neg_dotProduct, dotProduct_neg, smul_dotProduct, dotProduct_smul, smul_eq_mul]
  linarith
```

## The limit

For each component $i$, the last bound gives

$$\big|f_\lambda(y)_i-p_i\big|\le\lambda|a|,\qquad p=Ka,$$

and the right side tends to zero with $\lambda$. The coefficient vector $a$ is fixed while $\lambda$ varies, so the distance to the projection is bounded by a constant times $\lambda$.

```lean
/-- For a positive semidefinite kernel matrix, singular or not, the fitted values converge to the
orthogonal projection of the labels onto the range of `K` as `lam` tends to zero from above. -/
theorem tendsto_fittedValues (hK : K.PosSemidef) {p : n → ℝ} (hp : IsRangeProjection K y p) :
    Tendsto (fun lam => fittedValues K lam y) (𝓝[>] 0) (𝓝 p) := by
  obtain ⟨a, rfl⟩ := hp.1
  rw [tendsto_pi_nhds]
  intro i
  rw [tendsto_iff_norm_sub_tendsto_zero]
  -- each component is squeezed by the linear error bound
  refine squeeze_zero' (g := fun lam : ℝ => lam * √(a ⬝ᵥ a))
    (Eventually.of_forall fun _ => norm_nonneg _) ?_ ?_
  · filter_upwards [self_mem_nhdsWithin] with lam hl
    have hl' : 0 < lam := hl
    rw [Real.norm_eq_abs]
    refine abs_le_of_sq_le_sq ?_ (mul_nonneg hl'.le (Real.sqrt_nonneg _))
    rw [mul_pow, Real.sq_sqrt (dot_self_nonneg a)]
    exact (sq_le_dot_self (fittedValues K lam y - K *ᵥ a) i).trans
      (projection_error_le hK hl' hp)
  · have hc : Continuous fun lam : ℝ => lam * √(a ⬝ᵥ a) := by fun_prop
    have h0 := hc.tendsto 0
    simp only [zero_mul] at h0
    exact h0.mono_left nhdsWithin_le_nhds
```

The filter `𝓝[>] 0` expresses $\lambda\to0$ through positive values, and `𝓝 p` expresses convergence in every component. The theorem takes any `p` that satisfies `IsRangeProjection K y p`; the existence result provides one for each label vector. The proof reduces to components with `tendsto_pi_nhds` and squeezes each error between zero and $\lambda|a|$.

The theorem describes real matrices and the values at the training points. It does not cover rounding errors. If a nonzero $K$ is singular, the condition number of $K+\lambda I$ grows without bound as $\lambda\to0^+$, so weights computed in floating-point arithmetic can be inaccurate at small $\lambda$.

## When the labels are reproduced

If $f_\lambda(y)\to y$, uniqueness of limits gives $y=p$, which lies in the range of $K$. If instead $y$ lies in the range, it is its own projection, with zero residual, and the fit converges to it. The labels are therefore recovered in the limit exactly when $y=Ka$ for some $a$.

```lean
/-- For positive semidefinite `K`, the fitted values converge to the labels themselves as `lam`
tends to zero from above exactly when the label vector lies in the range of `K`. -/
theorem tendsto_labels_iff (hK : K.PosSemidef) :
    Tendsto (fun lam => fittedValues K lam y) (𝓝[>] 0) (𝓝 y) ↔ ∃ a, K *ᵥ a = y := by
  constructor
  · intro h
    obtain ⟨p, hp, _⟩ := existsUnique_rangeProjection K y
    have hyp := tendsto_nhds_unique h (tendsto_fittedValues hK hp)
    obtain ⟨a, ha⟩ := hp.1
    exact ⟨a, ha.trans hyp.symm⟩
  · intro h
    exact tendsto_fittedValues hK ⟨h, fun b => by rw [sub_self, zero_dotProduct]⟩
```

A singular kernel matrix can thus still permit interpolation, provided that the labels are compatible with its range.

## Repeated configurations give the mean label

Return to repeated copies, now $N\ge1$ of them, with every entry of $K$ equal to $c>0$. This $K$ is positive semidefinite because it is the Gram matrix of a single feature with value $\sqrt c$ at every point. Let $\bar y=\frac1N\sum_j y_j$. The constant vector $a_i=\bar y/(cN)$ gives

$$(Ka)_i=cN\,\frac{\bar y}{cN}=\bar y,$$

so the constant vector with entries $\bar y$ lies in the range. The residual is orthogonal to the range, since

$$\sum_i (y_i-\bar y)\,(Kb)_i=c\Big(\sum_j b_j\Big)\sum_i(y_i-\bar y)=0 .$$

Every fitted value therefore converges to $\bar y$.

```lean
/-- If all entries of the kernel matrix of a nonempty training set equal one constant `c > 0`,
every fitted value converges to the mean label as `lam` tends to zero from above. -/
theorem tendsto_mean_of_constant_kernel [Nonempty n] {c : ℝ} (hc : 0 < c) (y : n → ℝ) :
    Tendsto (fun lam => fittedValues (Matrix.of fun _ _ : n => c) lam y) (𝓝[>] 0)
      (𝓝 fun _ => (∑ j, y j) / Fintype.card n) := by
  have hN : (Fintype.card n : ℝ) ≠ 0 := Nat.cast_ne_zero.mpr Fintype.card_ne_zero
  have hc0 : c ≠ 0 := hc.ne'
  -- the constant kernel is a Gram matrix with a single feature
  have hK : (Matrix.of fun _ _ : n => c).PosSemidef := by
    have h := Matrix.posSemidef_conjTranspose_mul_self
      (Matrix.of fun (_ : Unit) (_ : n) => √c)
    convert h using 1
    ext i j
    simp [Matrix.mul_apply, Real.mul_self_sqrt hc.le]
  refine tendsto_fittedValues hK
    ⟨⟨fun _ => (∑ j, y j) / Fintype.card n / (c * Fintype.card n), ?_⟩, fun b => ?_⟩
  · ext i
    simp only [Matrix.mulVec, dotProduct, Matrix.of_apply, Finset.sum_const, Finset.card_univ,
      nsmul_eq_mul]
    field_simp
  · -- deviations from the mean sum to zero
    have hm : (Fintype.card n : ℝ) * ((∑ j, y j) / Fintype.card n) = ∑ j, y j := by
      field_simp
    have hz : ∑ i, (y i - (∑ j, y j) / Fintype.card n) = 0 := by
      rw [Finset.sum_sub_distrib, Finset.sum_const, Finset.card_univ, nsmul_eq_mul, hm, sub_self]
    simp only [Matrix.mulVec, dotProduct, Matrix.of_apply, Pi.sub_apply]
    rw [← Finset.sum_mul, hz, zero_mul]

end

end RidgelessKernelLimit
```

The assumption `[Nonempty n]` makes the mean meaningful, and `hz` states that the deviations from it sum to zero. For energies from electronic-structure calculations, this means that inconsistent results for one configuration are averaged in the limit, in the restricted model where the training set consists only of copies of that configuration.

```lean
#print axioms RidgelessKernelLimit.existsUnique_rangeProjection
-- 'RidgelessKernelLimit.existsUnique_rangeProjection' depends on axioms: [propext, Classical.choice, Quot.sound]
#print axioms RidgelessKernelLimit.tendsto_labels_iff
-- 'RidgelessKernelLimit.tendsto_labels_iff' depends on axioms: [propext, Classical.choice, Quot.sound]
#print axioms RidgelessKernelLimit.tendsto_mean_of_constant_kernel
-- 'RidgelessKernelLimit.tendsto_mean_of_constant_kernel' depends on axioms: [propext, Classical.choice, Quot.sound]
```
